# Second- and fourth-order small-gradient coefficients of the PW86 exchange enhancement factor

For all real a, b and c, the PW86 form

F(s) = (1 + a s² + b s⁴ + c s⁶)^(1/15)

satisfies, as s → 0 through nonzero values,

(F(s) − 1)/s² → a/15
(F(s) − 1 − (a/15) s²)/s⁴ → b/15 − 7a²/225.

In particular, the first limit is 7/81 exactly when a = 35/27, and 10/81 exactly when a = 50/27.

Here s = |∇n|/(2 k_F n) is the reduced gradient of a spin-unpolarized density n, with k_F = (3π²n)^(1/3), and F multiplies the local-density exchange energy per volume. For a gradient-corrected functional of this one form, the limits fix, through order s⁴, how exchange departs from the local approximation where s is small.

```lean
import Mathlib

open Filter Topology

namespace PW86GradientExpansion

noncomputable section
```

In Lean, `pw86 a b c s` is F(s), with real parameters and a real power. The variable s may have either sign; since F is even, the two-sided limit agrees with the physical one from s > 0.

```lean
/-- The PW86 form of the exchange enhancement factor as a function of the reduced density
gradient `s`, on the domain where the polynomial under the root is nonnegative. -/
def pw86 (a b c s : ℝ) : ℝ :=
  (1 + a * s ^ 2 + b * s ^ 4 + c * s ^ 6) ^ (1 / 15 : ℝ)
```

Write P(s) for the polynomial under the root. Where P(s) ≥ 0, raising the root to the fifteenth power gives

F(s)¹⁵ = P(s).

The hypothesis `h` states this nonnegativity, and the proof multiplies the exponents 1/15 and 15.

```lean
/-- The fifteenth power of the enhancement factor is the polynomial under the root, wherever
that polynomial is nonnegative. -/
theorem pw86_pow (a b c s : ℝ) (h : 0 ≤ 1 + a * s ^ 2 + b * s ^ 4 + c * s ^ 6) :
    pw86 a b c s ^ 15 = 1 + a * s ^ 2 + b * s ^ 4 + c * s ^ 6 := by
  have key : ∀ x : ℝ, 0 ≤ x → (x ^ (1 / 15 : ℝ)) ^ 15 = x := by
    intro x hx
    rw [← Real.rpow_natCast, ← Real.rpow_mul hx]
    norm_num
  exact key _ h
```

On the same domain F ≥ 0, so F − 1 ≥ −2 and Bernoulli's inequality applies:

1 + 15(F − 1) ≤ F¹⁵ = P(s).

Solving for F gives F ≤ 1 + (a s² + b s⁴ + c s⁶)/15. This bound holds at any such s, large or small; the limits below do not use it.

```lean
/-- Wherever the polynomial under the root is nonnegative, the enhancement factor is at most one
plus a fifteenth of the gradient terms under the root. -/
theorem pw86_le (a b c s : ℝ) (h : 0 ≤ 1 + a * s ^ 2 + b * s ^ 4 + c * s ^ 6) :
    pw86 a b c s ≤ 1 + (a * s ^ 2 + b * s ^ 4 + c * s ^ 6) / 15 := by
  have h0 : 0 ≤ pw86 a b c s := Real.rpow_nonneg h _
  -- Bernoulli's inequality for the fifteenth power
  have hB := one_add_mul_le_pow (show (-2 : ℝ) ≤ pw86 a b c s - 1 by linarith) 15
  rw [add_sub_cancel, pw86_pow a b c s h] at hB
  push_cast at hB
  linarith
```

For the limits, expand the fifteenth power about z = 1:

z¹⁵ = 1 + 15(z − 1) + 105(z − 1)² + (z − 1)³ R(z).

The remainder factor R is a polynomial whose coefficients are the remaining binomial coefficients of 15, hence continuous. `ring` checks the identity.

```lean
/-- The fifteenth power expanded about one to second order, with a continuous factor in the
cubic remainder. -/
theorem pow_fifteen_expansion : ∃ R : ℝ → ℝ, Continuous R ∧
    ∀ z : ℝ, z ^ 15 = 1 + 15 * (z - 1) + 105 * (z - 1) ^ 2 + (z - 1) ^ 3 * R z := by
  refine ⟨fun z => 455 + 1365 * (z - 1) + 3003 * (z - 1) ^ 2 + 5005 * (z - 1) ^ 3
    + 6435 * (z - 1) ^ 4 + 6435 * (z - 1) ^ 5 + 5005 * (z - 1) ^ 6 + 3003 * (z - 1) ^ 7
    + 1365 * (z - 1) ^ 8 + 455 * (z - 1) ^ 9 + 105 * (z - 1) ^ 10 + 15 * (z - 1) ^ 11
    + (z - 1) ^ 12, by fun_prop, fun z => by ring⟩
```

Since P is continuous and P(0) = 1, it stays positive near zero. Therefore F(s) → 1, and F¹⁵ = P holds for all sufficiently small nonzero s. This is why a, b and c need no sign conditions. The gradient in the docstring below is the reduced one, s: in an exponentially decaying density tail, |∇n| → 0 while s grows without bound. The filter `𝓝[≠] 0` expresses approach to zero without reaching it, and `∀ᶠ` means "for all s close enough".

```lean
/-- As the density gradient vanishes, the enhancement factor tends to one, and its fifteenth
power equals the polynomial under the root at all small nonzero gradients. -/
theorem pw86_near_zero (a b c : ℝ) :
    Tendsto (fun s => pw86 a b c s) (𝓝[≠] 0) (𝓝 1) ∧
    ∀ᶠ s in 𝓝[≠] (0 : ℝ),
      pw86 a b c s ^ 15 = 1 + a * s ^ 2 + b * s ^ 4 + c * s ^ 6 := by
  have hp : Continuous (fun s : ℝ => 1 + a * s ^ 2 + b * s ^ 4 + c * s ^ 6) := by fun_prop
  constructor
  · have hc : ContinuousAt
        (fun s : ℝ => (1 + a * s ^ 2 + b * s ^ 4 + c * s ^ 6) ^ (1 / 15 : ℝ)) 0 :=
      ContinuousAt.rpow_const hp.continuousAt (Or.inl (by norm_num))
    have h : Tendsto (fun s => pw86 a b c s) (𝓝[≠] 0) (𝓝 (pw86 a b c 0)) :=
      hc.tendsto.mono_left nhdsWithin_le_nhds
    have h0 : pw86 a b c 0 = 1 := by simp [pw86]
    rwa [h0] at h
  · have hpos : ∀ᶠ s in 𝓝 (0 : ℝ), 0 < 1 + a * s ^ 2 + b * s ^ 4 + c * s ^ 6 :=
      (isOpen_lt continuous_const hp).mem_nhds (by simp)
    filter_upwards [hpos.filter_mono nhdsWithin_le_nhds] with s hs
    exact pw86_pow a b c s hs.le
```

Set x = F(s) − 1. Equating the expansion with P(s) and factoring both sides gives

x (15 + 105x + x² R(F)) = s² (a + b s² + c s⁴).

The bracket on the left tends to 15, so it is nonzero near s = 0, and

x/s² = (a + b s² + c s⁴)/(15 + 105x + x² R(F)) → a/15.

In the proof, `hlim` is the limit of the right-hand side, and `Tendsto.congr'` transfers it to x/s², which equals it near zero.

```lean
/-- The second-order gradient coefficient of the PW86 form is `a / 15`. -/
theorem second_order_coefficient (a b c : ℝ) :
    Tendsto (fun s => (pw86 a b c s - 1) / s ^ 2) (𝓝[≠] 0) (𝓝 (a / 15)) := by
  obtain ⟨R, hR, hexp⟩ := pow_fifteen_expansion
  obtain ⟨hF, hpow⟩ := pw86_near_zero a b c
  have hG : Continuous (fun z : ℝ => 15 + 105 * (z - 1) + (z - 1) ^ 2 * R z) := by fun_prop
  have hD : Tendsto (fun s => 15 + 105 * (pw86 a b c s - 1)
      + (pw86 a b c s - 1) ^ 2 * R (pw86 a b c s)) (𝓝[≠] 0) (𝓝 15) :=
    (hG.tendsto' 1 15 (by norm_num)).comp hF
  have hNc : Continuous (fun s : ℝ => a + b * s ^ 2 + c * s ^ 4) := by fun_prop
  have hN : Tendsto (fun s : ℝ => a + b * s ^ 2 + c * s ^ 4) (𝓝[≠] 0) (𝓝 a) :=
    (hNc.tendsto' 0 a (by simp)).mono_left nhdsWithin_le_nhds
  have h15 : (15 : ℝ) ≠ 0 := by norm_num
  have hlim : Tendsto (fun s => (a + b * s ^ 2 + c * s ^ 4) /
      (15 + 105 * (pw86 a b c s - 1) + (pw86 a b c s - 1) ^ 2 * R (pw86 a b c s)))
      (𝓝[≠] 0) (𝓝 (a / 15)) := hN.div hD h15
  refine Tendsto.congr' ?_ hlim
  filter_upwards [hpow, hD.eventually_ne h15, self_mem_nhdsWithin] with s e hd hs
  have hs0 : s ≠ 0 := hs
  have h := e.symm.trans (hexp (pw86 a b c s))
  -- clearing both denominators leaves the expanded identity

  rw [div_eq_div_iff hd (pow_ne_zero 2 hs0)]
  linear_combination h
```

At the next order, move the a s² term to the left in the same identity, move the quadratic and cubic terms in x to the right, and divide by 15 s⁴:

(x − (a/15)s²)/s⁴ = [b + c s² − (x/s²)² (105 + x R(F))]/15.

The second-order result supplies x/s² → a/15, so the limit is

(b − 105a²/225)/15 = b/15 − 7a²/225.

This is the s⁴ coefficient of F alone; the full fourth-order gradient expansion of exchange also contains terms in the Laplacian of the density.

```lean
/-- The fourth-order gradient coefficient of the PW86 form is `b / 15 - 7 a² / 225`. -/
theorem fourth_order_coefficient (a b c : ℝ) :
    Tendsto (fun s => (pw86 a b c s - 1 - a / 15 * s ^ 2) / s ^ 4) (𝓝[≠] 0)
      (𝓝 (b / 15 - 7 * a ^ 2 / 225)) := by
  obtain ⟨R, hR, hexp⟩ := pow_fifteen_expansion
  obtain ⟨hF, hpow⟩ := pw86_near_zero a b c
  have hG : Continuous (fun z : ℝ => 105 + (z - 1) * R z) := by fun_prop
  have hK : Tendsto (fun s => 105 + (pw86 a b c s - 1) * R (pw86 a b c s))
      (𝓝[≠] 0) (𝓝 105) := (hG.tendsto' 1 105 (by norm_num)).comp hF
  have hBc : Continuous (fun s : ℝ => b + c * s ^ 2) := by fun_prop
  have hB : Tendsto (fun s : ℝ => b + c * s ^ 2) (𝓝[≠] 0) (𝓝 b) :=
    (hBc.tendsto' 0 b (by simp)).mono_left nhdsWithin_le_nhds
  have h : Tendsto (fun s => (b + c * s ^ 2 - ((pw86 a b c s - 1) / s ^ 2) ^ 2
      * (105 + (pw86 a b c s - 1) * R (pw86 a b c s))) / 15) (𝓝[≠] 0)
      (𝓝 ((b - (a / 15) ^ 2 * 105) / 15)) :=
    (hB.sub (((second_order_coefficient a b c).pow 2).mul hK)).div_const 15
  rw [show (b - (a / 15) ^ 2 * 105) / 15 = b / 15 - 7 * a ^ 2 / 225 by ring] at h
  refine Tendsto.congr' ?_ h
  filter_upwards [hpow, self_mem_nhdsWithin] with s e hs
  have hs0 : s ≠ 0 := hs
  have h1 := e.symm.trans (hexp (pw86 a b c s))
  have hq : ((pw86 a b c s - 1) / s ^ 2) ^ 2 * s ^ 4 = (pw86 a b c s - 1) ^ 2 := by
    field_simp
  rw [eq_div_iff (pow_ne_zero 4 hs0)]
  generalize (pw86 a b c s - 1) / s ^ 2 = q at hq ⊢
  linear_combination h1 / 15 - (105 + (pw86 a b c s - 1) * R (pw86 a b c s)) / 15 * hq
```

Conversely, suppose the two coefficients are prescribed as μ and ν. Limits are unique, so μ = a/15 and ν = b/15 − 7a²/225, which invert to

a = 15μ, b = 15ν + 105μ².

The parameter c remains free.

```lean
/-- The PW86 form has second- and fourth-order gradient coefficients `μ` and `ν` exactly when
`a = 15 μ` and `b = 15 ν + 105 μ²`. -/
theorem gradient_expansion_iff (a b c μ ν : ℝ) :
    (Tendsto (fun s => (pw86 a b c s - 1) / s ^ 2) (𝓝[≠] 0) (𝓝 μ) ∧
      Tendsto (fun s => (pw86 a b c s - 1 - μ * s ^ 2) / s ^ 4) (𝓝[≠] 0) (𝓝 ν)) ↔
    a = 15 * μ ∧ b = 15 * ν + 105 * μ ^ 2 := by
  constructor
  · rintro ⟨h1, h2⟩
    have hμ : μ = a / 15 := tendsto_nhds_unique h1 (second_order_coefficient a b c)
    subst hμ
    have hν := tendsto_nhds_unique h2 (fourth_order_coefficient a b c)
    exact ⟨by ring, by linear_combination -15 * hν⟩
  · rintro ⟨rfl, rfl⟩
    have h1 := second_order_coefficient (15 * μ) (15 * ν + 105 * μ ^ 2) c
    have h2 := fourth_order_coefficient (15 * μ) (15 * ν + 105 * μ ^ 2) c
    rw [show 15 * μ / 15 = μ by ring] at h1 h2
    rw [show (15 * ν + 105 * μ ^ 2) / 15 - 7 * (15 * μ) ^ 2 / 225 = ν by ring] at h2
    exact ⟨h1, h2⟩
```

Two values of μ from the gradient expansion of exchange serve as examples. Sham's 7/81 comes from a screened Coulomb interaction whose screening is removed at the end, while 10/81 is the coefficient for the bare Coulomb interaction. Both enter as given numbers; multiplying them by 15 gives 35/27 and 50/27.

```lean
/-- The second-order gradient coefficient is Sham's `7/81` exactly when `a = 35/27`, and it is
`10/81` exactly when `a = 50/27`. -/
theorem sham_and_ten_eightyfirsts (a b c : ℝ) :
    (Tendsto (fun s => (pw86 a b c s - 1) / s ^ 2) (𝓝[≠] 0) (𝓝 (7 / 81)) ↔ a = 35 / 27) ∧
    (Tendsto (fun s => (pw86 a b c s - 1) / s ^ 2) (𝓝[≠] 0) (𝓝 (10 / 81)) ↔
      a = 50 / 27) := by
  have key : ∀ μ : ℝ, Tendsto (fun s => (pw86 a b c s - 1) / s ^ 2) (𝓝[≠] 0) (𝓝 μ) ↔
      μ = a / 15 := fun μ =>
    ⟨fun h => tendsto_nhds_unique h (second_order_coefficient a b c),
      fun h => h ▸ second_order_coefficient a b c⟩
  rw [key, key]
  exact ⟨⟨fun h => by linarith, fun h => by linarith⟩,
    ⟨fun h => by linarith, fun h => by linarith⟩⟩

end

end PW86GradientExpansion
```

A density-functional code may store a as a rounded decimal: a = 1.296 gives the coefficient 0.0864, close to 7/81 but not equal to it. Testing the coefficient numerically needs care, because F − 1 loses its digits at small s. In double precision at s = 10⁻⁹, F rounds to 1 and the quotient returns 0. With t = a s² + b s⁴ + c s⁶, the expression

expm1(log1p(t)/15)

computes F − 1 without that cancellation. The fourth-order quotient contains a further subtraction, so it calls for a moderate s or higher precision.

```lean
#print axioms PW86GradientExpansion.pw86_le
#print axioms PW86GradientExpansion.fourth_order_coefficient
#print axioms PW86GradientExpansion.gradient_expansion_iff
#print axioms PW86GradientExpansion.sham_and_ten_eightyfirsts
```

```
'PW86GradientExpansion.pw86_le' depends on axioms: [propext, Classical.choice, Quot.sound]
'PW86GradientExpansion.fourth_order_coefficient' depends on axioms: [propext, Classical.choice, Quot.sound]
'PW86GradientExpansion.gradient_expansion_iff' depends on axioms: [propext, Classical.choice, Quot.sound]
'PW86GradientExpansion.sham_and_ten_eightyfirsts' depends on axioms: [propext, Classical.choice, Quot.sound]
```
